# The overlap matrix of a finite periodic ring is positive definite exactly when it is so at every wave number

On a ring of N identical cells with finitely many orbitals each, the full overlap matrix S is positive definite if and only if the small matrix S(k) is positive definite at each of the N allowed wave numbers. For a dimerised chain of normalised orbitals with an even number of cells and only nearest-neighbour overlaps, real numbers u within a cell and v between cells, the condition is |u| + |v| < 1.

If the Hamiltonian matrix H(k) is Hermitian and S(k) is positive definite, the generalised eigenvalue problem H(k)c = E S(k)c of a nonorthogonal basis has real energies and a complete set of eigenvectors. For the finite ring treated here, positive definiteness of S can be tested one k at a time. Exact overlaps of linearly independent orbitals always pass; truncated or fitted ones can fail.

## Cells, blocks and Bloch sums

Cells R and wave numbers k are integers modulo N (`ZMod N`, with N ≥ 1), and orbitals a, b belong to a finite type `ι`.

```lean
import Mathlib

open Matrix
open scoped ComplexOrder

namespace NonorthogonalBlochSums

noncomputable section

variable {N : ℕ} [NeZero N] {ι : Type*} [Fintype ι]
```

Let χ be the standard additive character of `ZMod N`: it turns sums into products and sends 1 to exp(2πi/N). The Bloch phase is φ_k(R) = χ(kR).

```lean
/-- The Bloch phase `exp(2πi k R / N)` of cell `R` at wave number `k`. -/
def phase (k R : ZMod N) : ℂ := ZMod.stdAddChar (k * R)
```

The blocks s(R) are arbitrary complex matrices, given and not computed from orbitals. S has the entry s(R−R')_ab between orbital a in cell R and orbital b in cell R'.

```lean
/-- The overlap matrix of a periodic ring of `N` cells: orbitals `a` in cell `R` and `b` in cell
`R'` overlap by `s (R - R') a b`. -/
def overlap (s : ZMod N → Matrix ι ι ℂ) : Matrix (ZMod N × ι) (ZMod N × ι) ℂ :=
  Matrix.of fun p q => s (p.1 - q.1) p.2 q.2
```

The matrix S(k) is the Fourier sum of the blocks, with phases φ_k(−R).

```lean
/-- The overlap matrix at wave number `k`, `S(k) = ∑ R, exp(-2πi k R / N) s(R)`. -/
def blochOverlap (s : ZMod N → Matrix ι ι ℂ) (k : ZMod N) : Matrix ι ι ℂ :=
  ∑ R, phase k (-R) • s R
```

The Bloch sum B_k(v) has coefficients φ_k(R) v(a). It is unnormalised; dividing by √N gives it the Euclidean length of v.

```lean
/-- Orbital coefficients of the (unnormalised) Bloch sum with wave number `k` and
cell vector `v`. -/
def blochSum (k : ZMod N) (v : ι → ℂ) : ZMod N × ι → ℂ :=
  fun p => phase k p.1 * v p.2
```

The component of a coefficient vector x at k is x_k(a) = ∑_R φ_k(−R) x(R,a).

```lean
/-- The component of a coefficient vector `x` at wave number `k`. -/
def component (x : ZMod N × ι → ℂ) (k : ZMod N) : ι → ℂ :=
  fun a => ∑ R, phase k (-R) * x (R, a)
```

## Phases and Fourier inversion

(a) Write the phase as an exponential, for integers k and R:

φ_k(R) = exp(2πi kR/N)

Since χ turns sums into products, χ(kR) = χ(1)^(kR).

```lean
/-- The Bloch phase written as an explicit exponential. -/
theorem phase_eq_exp (k R : ℤ) :
    phase (k : ZMod N) (R : ZMod N) = Complex.exp (2 * Real.pi * Complex.I * (k * R) / N) := by
  have h := ZMod.stdAddChar_coe (N := N) (k * R)
  push_cast at h
  unfold phase
  rw [h]
```

(b) Show that phases multiply when cells are added:

φ_k(R+R') = φ_k(R) φ_k(R')

Expand k(R+R') = kR + kR' and apply χ.

```lean
private lemma phase_add (k R R' : ZMod N) : phase k (R + R') = phase k R * phase k R' := by
  simp only [phase, mul_add, AddChar.map_add_eq_mul]
```

(c) Find the phase of cell 0:

φ_k(0) = 1

The exponent vanishes.

```lean
private lemma phase_zero (k : ZMod N) : phase k 0 = 1 := by
  simp [phase]
```

(d) Reverse the displacement:

φ_k(−R) = conj(φ_k(R))

The exponent in (a) is imaginary, so changing its sign conjugates the exponential.

```lean
private lemma phase_neg (k R : ZMod N) : phase k (-R) = star (phase k R) := by
  unfold phase
  rw [mul_neg]
  exact AddChar.map_neg_eq_conj _ _
```

(e) Show that the phase has modulus one:

conj(φ_k(R)) φ_k(R) = 1

By (d), (b) and (c), the left side is φ_k(−R+R) = φ_k(0) = 1.

```lean
private lemma star_phase_mul (k R : ZMod N) : star (phase k R) * phase k R = 1 := by
  rw [← phase_neg, ← phase_add, neg_add_cancel, phase_zero]
```

(f) Write out one entry of S(k):

S(k)_ab = ∑_R φ_k(−R) s(R)_ab

Matrices are added and scaled entry by entry.

```lean
omit [Fintype ι] in
private lemma blochOverlap_apply (s : ZMod N → Matrix ι ι ℂ) (k : ZMod N) (a b : ι) :
    blochOverlap s k a b = ∑ R, phase k (-R) * s R a b := by
  simp [blochOverlap, Matrix.sum_apply]
```

(g) Recover a function f on the cells from its Fourier sums:

∑_k φ_k(R) ∑_R' φ_k(−R') f(R') = N f(R)

Exchange the sums. The factor of f(R') is ∑_k φ_k(R−R'), which is N for R' = R. Otherwise it is a geometric series with ratio q = exp(2πi(R−R')/N) ≠ 1 and q^N = 1, so it vanishes. Lean takes this orthogonality from `AddChar.sum_mulShift`.

```lean
private lemma inversion (f : ZMod N → ℂ) (R : ZMod N) :
    ∑ k, phase k R * ∑ R', phase k (-R') * f R' = N * f R := by
  have h : ∀ R', ∑ k, phase k R * (phase k (-R') * f R')
      = if R' = R then (N : ℂ) * f R' else 0 := by
    intro R'
    have o : ∑ k : ZMod N, phase k (R - R') = if R - R' = 0 then (N : ℂ) else 0 := by
      have := AddChar.sum_mulShift (R - R') (ZMod.isPrimitive_stdAddChar N)
      simpa [phase, ZMod.card] using this
    have e : ∀ k, phase k R * (phase k (-R') * f R') = phase k (R - R') * f R' := by
      intro k
      rw [sub_eq_add_neg, phase_add, mul_assoc]
    rw [Finset.sum_congr rfl fun k _ => e k, ← Finset.sum_mul, o]
    by_cases hR : R' = R
    · simp [hR]
    · rw [if_neg (sub_ne_zero.mpr (Ne.symm hR)), if_neg hR, zero_mul]
  simp only [Finset.mul_sum]
  rw [Finset.sum_comm, Finset.sum_congr rfl fun R' _ => h R']
  simp
```

## From the ring to each wave number

(h) Apply S to a Bloch sum:

S B_k(v) = B_k(S(k)v)

The entry at (R,a) is ∑_R' ∑_b s(R−R')_ab φ_k(R') v(b). Put D = R−R', so that φ_k(R') = φ_k(R) φ_k(−D). The sum over D gives φ_k(R) ∑_b S(k)_ab v(b). In Lean, `Equiv.subLeft R` makes this change of variable.

```lean
/-- The overlap matrix sends the Bloch sum of `v` to the Bloch sum of `S(k) v`, at the
same wave number. -/
theorem overlap_mulVec_blochSum (s : ZMod N → Matrix ι ι ℂ) (k : ZMod N) (v : ι → ℂ) :
    overlap s *ᵥ blochSum k v = blochSum k (blochOverlap s k *ᵥ v) := by
  ext ⟨R, a⟩
  have h : ∀ b, ∑ R', s (R - R') a b * (phase k R' * v b)
      = phase k R * (blochOverlap s k a b * v b) := by
    intro b
    rw [blochOverlap_apply, Finset.sum_mul, Finset.mul_sum]
    -- sum over the distance between the cells instead of the second cell
    refine Fintype.sum_equiv (Equiv.subLeft R) _ _ fun R' => ?_
    have e : phase k R' = phase k R * phase k (-(R - R')) := by
      rw [← phase_add]
      congr 1
      ring
    rw [Equiv.subLeft_apply, e]
    ring
  simp only [mulVec, dotProduct, overlap, blochSum, Matrix.of_apply, Fintype.sum_prod_type]
  rw [Finset.sum_comm, Finset.mul_sum]
  exact Finset.sum_congr rfl fun b _ => h b
```

(i) Split the quadratic form of S by wave number:

N x†Sx = ∑_k x_k† S(k) x_k

By (g), N x = ∑_k B_k(x_k) (`expand`), so (h) gives N Sx = ∑_k B_k(S(k)x_k). For any w,

x†B_k(w) = ∑_R ∑_a conj(x(R,a)) φ_k(R) w(a) = x_k†w,

which is `proj`. Take w = S(k)x_k and sum over k. With normalised components x_k/√N, the factor N disappears.

```lean
/-- The quadratic form of the overlap matrix at `x`, multiplied by the number of cells, is the sum
over wave numbers of the quadratic forms of `S(k)` at the components of `x`. -/
theorem quadratic_form_eq_sum (s : ZMod N → Matrix ι ι ℂ) (x : ZMod N × ι → ℂ) :
    (N : ℂ) * (star x ⬝ᵥ overlap s *ᵥ x)
      = ∑ k, star (component x k) ⬝ᵥ blochOverlap s k *ᵥ component x k := by
  have proj : ∀ k (w : ι → ℂ), star x ⬝ᵥ blochSum k w = star (component x k) ⬝ᵥ w := by
    intro k w
    simp only [dotProduct, blochSum, component, Pi.star_apply, Fintype.sum_prod_type,
      star_sum, star_mul', phase_neg, star_star, Finset.sum_mul]
    rw [Finset.sum_comm]
    refine Finset.sum_congr rfl fun a _ => Finset.sum_congr rfl fun R _ => ?_
    ring
  -- the state is a superposition of Bloch sums
  have expand : (N : ℂ) • x = ∑ k, blochSum k (component x k) := by
    ext ⟨R, a⟩
    rw [Finset.sum_apply]
    exact (inversion (fun R => x (R, a)) R).symm
  have lin : overlap s *ᵥ (∑ k, blochSum k (component x k))
      = ∑ k, overlap s *ᵥ blochSum k (component x k) :=
    map_sum (overlap s).mulVecLin _ _
  have dist : ∀ f : ZMod N → ZMod N × ι → ℂ, star x ⬝ᵥ (∑ k, f k) = ∑ k, star x ⬝ᵥ f k := by
    intro f
    simp only [dotProduct, Finset.sum_apply, Finset.mul_sum]
    exact Finset.sum_comm
  rw [← smul_eq_mul, ← dotProduct_smul, ← Matrix.mulVec_smul, expand, lin, dist]
  refine Finset.sum_congr rfl fun k _ => ?_
  rw [overlap_mulVec_blochSum, proj]
```

(j) Show that Hermiticity passes both ways:

S† = S ⇔ S(k)† = S(k) for every k

If S is Hermitian, then conj(s(R)_ba) = s(−R)_ab. Hence

conj(S(k)_ba) = ∑_R φ_k(R) s(−R)_ab = S(k)_ab

after R → −R. Conversely, (g) gives N s(R)_ab = ∑_k φ_k(R) S(k)_ab. Conjugating the same formula for s(−R)_ba and using Hermiticity of S(k) gives conj(s(−R)_ba) = s(R)_ab.

```lean
/-- The overlap matrix of the ring is Hermitian exactly when every `S(k)` is. -/
theorem overlap_isHermitian_iff (s : ZMod N → Matrix ι ι ℂ) :
    (overlap s).IsHermitian ↔ ∀ k, (blochOverlap s k).IsHermitian := by
  constructor
  · intro h k
    refine Matrix.IsHermitian.ext fun a b => ?_
    rw [blochOverlap_apply, blochOverlap_apply, star_sum]
    refine Fintype.sum_equiv (Equiv.neg _) _ _ fun R => ?_
    have e := h.apply (0, a) (R, b)
    simp only [overlap, Matrix.of_apply, sub_zero, zero_sub] at e
    rw [Equiv.neg_apply, star_mul', e, phase_neg k (-R)]
  · intro h
    have inv : ∀ R a b, ∑ k, phase k R * blochOverlap s k a b = N * s R a b := by
      intro R a b
      simp only [blochOverlap_apply]
      exact inversion (fun R => s R a b) R
    refine Matrix.IsHermitian.ext ?_
    rintro ⟨R, a⟩ ⟨R', b⟩
    have hN : (N : ℂ) ≠ 0 := Nat.cast_ne_zero.mpr (NeZero.ne N)
    apply mul_left_cancel₀ hN
    change (N : ℂ) * star (s (R' - R) b a) = N * s (R - R') a b
    calc (N : ℂ) * star (s (R' - R) b a) = star ((N : ℂ) * s (R' - R) b a) := by simp
      _ = ∑ k, phase k (R - R') * blochOverlap s k a b := by
        rw [← inv, star_sum]
        refine Finset.sum_congr rfl fun k _ => ?_
        rw [star_mul', (h k).apply, ← phase_neg, neg_sub]
      _ = N * s (R - R') a b := inv _ _ _
```

(k) Remove the factor N from an inequality for complex z:

0 < N z ⇔ 0 < z

In the order used here, 0 < z means that z is real and positive. Multiplying or dividing by N > 0 preserves both properties.

```lean
private lemma natCast_mul_pos (z : ℂ) : 0 < (N : ℂ) * z ↔ 0 < z := by
  have hN : (0 : ℝ) < N := Nat.cast_pos.mpr (NeZero.pos N)
  have re : ((N : ℂ) * z).re = N * z.re := by simp
  have im : ((N : ℂ) * z).im = N * z.im := by simp
  rw [Complex.pos_iff, Complex.pos_iff, re, im, mul_pos_iff_of_pos_left hN]
  constructor
  · rintro ⟨a, b⟩
    exact ⟨a, ((mul_eq_zero.mp b.symm).resolve_left hN.ne').symm⟩
  · rintro ⟨a, b⟩
    exact ⟨a, by rw [← b, mul_zero]⟩
```

(l) Prove the criterion, where "> 0" means positive definite:

S > 0 ⇔ S(k) > 0 for every k

In Lean, `PosDef` includes Hermiticity, which (j) supplies in both directions.

Let S > 0 and v ≠ 0. Then B_k(v) ≠ 0, since its entries in cell 0 are v(a). By (e), B_k(v)†B_k(w) = N v†w, so (h) gives

0 < B_k(v)† S B_k(v) = N v†S(k)v,

and (k) removes N. The normalised Bloch sum gives v†S(k)v directly.

Conversely, let every S(k) > 0 and x ≠ 0. If all x_k vanished, (g) would give x = 0. So the sum in (i) has no negative term and at least one positive term; `Finset.sum_pos'` concludes.

```lean
/-- The overlap matrix of a periodic ring of `N` cells is positive definite exactly when the matrix
`S(k)` is positive definite at each of the `N` wave numbers. -/
theorem overlap_posDef_iff (s : ZMod N → Matrix ι ι ℂ) :
    (overlap s).PosDef ↔ ∀ k, (blochOverlap s k).PosDef := by
  constructor
  · intro h k
    refine Matrix.posDef_iff_dotProduct_mulVec.mpr
      ⟨(overlap_isHermitian_iff s).mp h.isHermitian k, ?_⟩
    intro v hv
    -- test the crystal overlap on a single Bloch sum
    have hx : blochSum k v ≠ 0 := by
      intro h0
      apply hv
      ext a
      have := congrFun h0 (0, a)
      simpa [blochSum, phase_zero] using this
    have norm : ∀ w : ι → ℂ, star (blochSum k v) ⬝ᵥ blochSum k w = N * (star v ⬝ᵥ w) := by
      intro w
      have e : ∀ R a, star (phase k R * v a) * (phase k R * w a) = star (v a) * w a := by
        intro R a
        rw [star_mul']
        linear_combination (star (v a) * w a) * star_phase_mul k R
      simp only [dotProduct, blochSum, Pi.star_apply, Fintype.sum_prod_type, e]
      simp [ZMod.card]
    have hp := h.dotProduct_mulVec_pos hx
    rw [overlap_mulVec_blochSum, norm] at hp
    exact (natCast_mul_pos _).mp hp
  · intro h
    refine Matrix.posDef_iff_dotProduct_mulVec.mpr
      ⟨(overlap_isHermitian_iff s).mpr fun k => (h k).isHermitian, ?_⟩
    intro x hx
    rw [← natCast_mul_pos (N := N), quadratic_form_eq_sum]
    -- a nonzero state has a nonzero component at some wave number
    have hk : ∃ k, component x k ≠ 0 := by
      by_contra hc
      push Not at hc
      apply hx
      ext ⟨R, a⟩
      have e := inversion (fun R => x (R, a)) R
      have z : ∀ k, ∑ R', phase k (-R') * x (R', a) = 0 := fun k => congrFun (hc k) a
      simp only [z, mul_zero, Finset.sum_const_zero] at e
      exact (mul_eq_zero.mp e.symm).resolve_left (Nat.cast_ne_zero.mpr (NeZero.ne N))
    obtain ⟨k, hk⟩ := hk
    refine Finset.sum_pos' (fun q _ => ?_)
      ⟨k, Finset.mem_univ k, (h k).dotProduct_mulVec_pos hk⟩
    by_cases hq : component x q = 0
    · simp [hq]
    · exact ((h q).dotProduct_mulVec_pos hq).le
```

## The dimerised chain

Each cell now holds two normalised orbitals, 0 and 1, with real overlap u. Orbital 1 of one cell overlaps orbital 0 of the next by the real number v. All other overlaps are set to zero, a nearest-neighbour idealisation. (For N = 1 the next cell is the cell itself, and u and v add.)

```lean
/-- Overlap blocks of a dimerised chain with two normalised orbitals per cell: neighbours
overlap by `u` within a cell and by `v` across a cell boundary. -/
def dimerBlock (u v : ℝ) (R : ZMod N) : Matrix (Fin 2) (Fin 2) ℂ :=
  !![if R = 0 then 1 else 0, (if R = 0 then (u : ℂ) else 0) + (if R = 1 then (v : ℂ) else 0);
     (if R = 0 then (u : ℂ) else 0) + (if R = -1 then (v : ℂ) else 0), if R = 0 then 1 else 0]
```

(m) Let M have rows (1, conj(z)) and (z, 1). Find when it is positive definite:

M > 0 ⇔ |z| < 1

If M > 0, its determinant 1 − |z|² is positive. For the converse, complete the square:

x†Mx = |x_0 + conj(z) x_1|² + (1 − |z|²)|x_1|²

If x_1 ≠ 0, the second term is positive. If x_1 = 0, the first is |x_0|² > 0.

```lean
/-- Two normalised orbitals with complex mutual overlap `z` have a positive definite overlap
matrix exactly when `|z| < 1`. -/
theorem pair_posDef_iff (z : ℂ) : (!![1, star z; z, 1] : Matrix (Fin 2) (Fin 2) ℂ).PosDef
    ↔ ‖z‖ < 1 := by
  have hsq : Complex.normSq z = ‖z‖ ^ 2 := Complex.normSq_eq_norm_sq z
  constructor
  · intro h
    have hd := (Complex.pos_iff.mp h.det_pos).1
    have e : (!![1, star z; z, 1] : Matrix (Fin 2) (Fin 2) ℂ).det.re
        = 1 - Complex.normSq z := by
      simp [Matrix.det_fin_two, Complex.normSq_apply]
    rw [e, hsq] at hd
    nlinarith [norm_nonneg z]
  · intro h
    have hz : 0 < 1 - Complex.normSq z := by
      rw [hsq]
      nlinarith [norm_nonneg z]
    refine Matrix.posDef_iff_dotProduct_mulVec.mpr ⟨?_, ?_⟩
    · refine Matrix.IsHermitian.ext fun i j => ?_
      fin_cases i <;> fin_cases j <;> simp
    · intro x hx
      -- complete the square
      have e : star x ⬝ᵥ (!![1, star z; z, 1] : Matrix (Fin 2) (Fin 2) ℂ) *ᵥ x
          = ((Complex.normSq (x 0 + star z * x 1)
            + (1 - Complex.normSq z) * Complex.normSq (x 1) : ℝ) : ℂ) := by
        apply Complex.ext <;>
          simp [dotProduct, mulVec, Fin.sum_univ_succ, Complex.normSq_apply] <;> ring
      rw [e, Complex.pos_iff, Complex.ofReal_re, Complex.ofReal_im]
      refine ⟨?_, rfl⟩
      by_cases h1 : x 1 = 0
      · have h0 : x 0 ≠ 0 := by
          intro h0
          apply hx
          ext i
          fin_cases i
          · exact h0
          · exact h1
        simpa [h1] using h0
      · exact add_pos_of_nonneg_of_pos (Complex.normSq_nonneg _)
          (mul_pos hz (Complex.normSq_pos.mpr h1))
```

(n) For even N, find the condition on the chain:

S > 0 ⇔ |u| + |v| < 1

Here S(k) is the matrix of (m) with z = u + v φ_k(1) (`hS`). By (l) and (m), the condition is |z| < 1 at every k.

If |u| + |v| < 1, the triangle inequality gives this. Conversely, k = 0 gives |u+v| < 1, and k = N/2, where the phase is −1, gives |u−v| < 1. The larger of these two moduli is |u| + |v|; Lean checks the signs with `abs_cases`. For N = 2 these are the only wave numbers. For odd N the point N/2 is not on the grid, and the theorem does not apply.

```lean
/-- For an even number of cells, the overlap matrix of the dimerised chain is positive definite
exactly when `|u| + |v| < 1`. -/
theorem dimer_posDef_iff (hN : Even N) (u v : ℝ) :
    (overlap (dimerBlock (N := N) u v)).PosDef ↔ |u| + |v| < 1 := by
  have hS : ∀ k : ZMod N, blochOverlap (dimerBlock u v) k
      = !![1, star ((u : ℂ) + v * phase k 1); (u : ℂ) + v * phase k 1, 1] := by
    intro k
    ext i j
    fin_cases i <;> fin_cases j <;>
      simp [blochOverlap_apply, dimerBlock, mul_add, Finset.sum_add_distrib, phase_neg,
        phase_zero] <;> ring
  rw [overlap_posDef_iff]
  simp only [hS, pair_posDef_iff]
  constructor
  · intro h
    -- the zone centre and the zone boundary give the two extreme overlaps
    have h0 := h 0
    obtain ⟨m, hm⟩ := hN
    have hb : phase (m : ZMod N) 1 = -1 := by
      have e := phase_eq_exp (N := N) (m : ℤ) 1
      have hc : (N : ℂ) = m + m := by exact_mod_cast hm
      have hne : (N : ℂ) ≠ 0 := Nat.cast_ne_zero.mpr (NeZero.ne N)
      have harg : 2 * Real.pi * Complex.I * ((m : ℂ) * 1) / N = Real.pi * Complex.I := by
        rw [div_eq_iff hne, hc]
        ring
      push_cast at e
      rw [e, harg, Complex.exp_pi_mul_I]
    have h1 := h (m : ZMod N)
    have p0 : phase (0 : ZMod N) 1 = 1 := by simp [phase]
    have e0 : (u : ℂ) + v * 1 = ((u + v : ℝ) : ℂ) := by push_cast; ring
    have e1 : (u : ℂ) + v * (-1) = ((u - v : ℝ) : ℂ) := by push_cast; ring
    rw [p0, e0, Complex.norm_real, Real.norm_eq_abs, abs_lt] at h0
    rw [hb, e1, Complex.norm_real, Real.norm_eq_abs, abs_lt] at h1
    rcases abs_cases u with hu | hu <;> rcases abs_cases v with hv | hv <;> linarith
  · intro h k
    have hp : ‖phase k (1 : ZMod N)‖ = 1 := AddChar.norm_apply _ _
    calc ‖(u : ℂ) + v * phase k 1‖ ≤ ‖(u : ℂ)‖ + ‖(v : ℂ) * phase k 1‖ := norm_add_le _ _
      _ = |u| + |v| := by
        rw [norm_mul, hp, mul_one, Complex.norm_real, Complex.norm_real,
          Real.norm_eq_abs, Real.norm_eq_abs]
      _ < 1 := h

end

end NonorthogonalBlochSums
```

```lean
#print axioms NonorthogonalBlochSums.overlap_posDef_iff
-- 'NonorthogonalBlochSums.overlap_posDef_iff' depends on axioms: [propext, Classical.choice, Quot.sound]
#print axioms NonorthogonalBlochSums.dimer_posDef_iff
-- 'NonorthogonalBlochSums.dimer_posDef_iff' depends on axioms: [propext, Classical.choice, Quot.sound]
```
